# A finite non-interacting system has a least-energy choice of N occupied real orbitals

For non-interacting fermions on finitely many sites, a choice of N occupied real orbitals is described by the orthogonal projector P onto their span, and its energy is tr(PK), where K is the one-body matrix. The theorem `exists_ground` says that for any real square matrix K, not necessarily symmetric, and any N up to the number of sites, some real symmetric idempotent matrix of rank N has the least energy among all such matrices. It doesn't claim that the minimiser is unique. The proof is by compactness: the set of these projectors is closed, non-empty and contained in a bounded box of matrices, so the continuous function tr(PK) attains its minimum there.

As first written in Lean, the proof fails:

```lean
import Mathlib

open Matrix

namespace ExistsGround

variable {A B n m : Type*} [Fintype A] [Fintype B] [Fintype n] [Fintype m]

/-- `P` is an orthogonal projector of rank `N`: the projector onto `N` occupied orbitals. -/
structure IsProjector (N : ℕ) (P : Matrix n n ℝ) : Prop where
  symm : Pᵀ = P
  idem : P * P = P
  rank_eq : P.rank = N

/-- `P` minimizes the energy `tr (P K)` among all orthogonal projectors of rank `N`. -/
def IsGround (K : Matrix n n ℝ) (N : ℕ) (P : Matrix n n ℝ) : Prop :=
  IsProjector N P ∧ ∀ Q, IsProjector N Q → (P * K).trace ≤ (Q * K).trace

/-- The trace of a real idempotent matrix is its rank. -/
theorem trace_eq_rank {P : Matrix n n ℝ} (h : P * P = P) : P.trace = (P.rank : ℝ) := by
  classical
  have hp : LinearMap.IsProj (LinearMap.range P.mulVecLin) P.mulVecLin := by
    refine ⟨fun x => ⟨x, rfl⟩, ?_⟩
    rintro _ ⟨x, rfl⟩
    simp only [mulVecLin_apply, mulVec_mulVec, h]
  have hm : LinearMap.trace ℝ (n → ℝ) P.mulVecLin = P.trace := by
    rw [← toLin'_apply', LinearMap.trace_eq_matrix_trace ℝ (Pi.basisFun ℝ n),
      LinearMap.toMatrix_eq_toMatrix', LinearMap.toMatrix'_toLin']
  rw [← hm]
  exact hp.trace

/-- For any one-body matrix `K` and any `N` up to the number of sites, a rank-`N` orthogonal
projector of least energy exists. -/
theorem exists_ground (K : Matrix n n ℝ) {N : ℕ} (hN : N ≤ Fintype.card n) :
    ∃ P, IsGround K N P := by
  classical
  let S : Set (Matrix n n ℝ) := {P | Pᵀ = P ∧ P * P = P ∧ P.trace = (N : ℝ)}
  have hS : ∀ P, P ∈ S ↔ IsProjector N P := fun P =>
    ⟨fun h => ⟨h.1, h.2.1, by exact_mod_cast (trace_eq_rank h.2.1).symm.trans h.2.2⟩,
      fun h => ⟨h.symm, h.idem, by rw [trace_eq_rank h.idem, h.rank_eq]⟩⟩
  have hbox : IsCompact {M : Matrix n n ℝ | ∀ i ∈ (Set.univ : Set n),
      ∀ j ∈ (Set.univ : Set n), M i j ∈ Set.Icc (-1 : ℝ) 1} :=
    isCompact_univ_pi (fun _ : n => isCompact_univ_pi (fun _ : n => isCompact_Icc))
  have hclosed : IsClosed S :=
    (isClosed_eq continuous_id.matrix_transpose continuous_id).inter
      ((isClosed_eq (continuous_id.matrix_mul continuous_id) continuous_id).inter
        (isClosed_eq continuous_id.matrix_trace continuous_const))
  -- every entry of a projector lies between -1 and 1
  have hsub : ∀ P ∈ S, ∀ i j, P i j ∈ Set.Icc (-1 : ℝ) 1 := by
    intro P hP i j
    have hd : ∑ k, P i k ^ 2 = P i i := by
      conv_rhs => rw [← hP.2.1, mul_apply]
      refine Finset.sum_congr rfl fun k _ => ?_
      have hk : P k i = P i k := congrFun (congrFun hP.1 i) k
      rw [hk, sq]
    have hle : ∀ k, P i k ^ 2 ≤ P i i := fun k => by
      rw [← hd]
      exact Finset.single_le_sum (f := fun k => P i k ^ 2)
        (fun l _ => sq_nonneg (P i l)) (Finset.mem_univ k)
    have h1 := hle i
    have h2 := hle j
    constructor <;> nlinarith
  have hc : IsCompact S := hbox.of_isClosed_subset hclosed fun P hP i _ j _ => hsub P hP i j
  -- filling any `N` sites gives one admissible projector
  have hne : S.Nonempty := by
    obtain ⟨s, -, hs⟩ := Finset.exists_subset_card_eq (s := (Finset.univ : Finset n)) hN
    refine ⟨diagonal fun i => if i ∈ s then 1 else 0, diagonal_transpose _, ?_, ?_⟩
    · rw [diagonal_mul_diagonal]
      congr 1
      funext i
      split_ifs <;> simp
    · simp [trace_diagonal, hs]
  obtain ⟨P, hP, hmin⟩ := hc.exists_isMinOn hne
    (continuous_id.matrix_mul (continuous_const (y := K))).matrix_trace.continuousOn
  exact ⟨P, (hS P).1 hP, fun Q hQ => isMinOn_iff.mp hmin Q ((hS Q).2 hQ)⟩

end ExistsGround
```

Messages:

```
Main.lean:62:20: error: linarith failed to find a contradiction
case left
n : Type u_3
inst✝ : Fintype n
K : Matrix n n ℝ
N : ℕ
hN : N ≤ Fintype.card n
S : Set (Matrix n n ℝ) := {P | Pᵀ = P ∧ P * P = P ∧ P.trace = ↑N}
hS : ∀ (P : Matrix n n ℝ), P ∈ S ↔ IsProjector N P
hbox : IsCompact {M | ∀ i ∈ Set.univ, ∀ j ∈ Set.univ, M i j ∈ Set.Icc (-1) 1}
hclosed : IsClosed S
P : Matrix n n ℝ
hP : P ∈ S
i j : n
hd : ∑ k, P i k ^ 2 = P i i
hle : ∀ (k : n), P i k ^ 2 ≤ P i i
h1 : P i i ^ 2 ≤ P i i
h2 : P i j ^ 2 ≤ P i i
a✝ : P i j < -1
⊢ False
failed
Main.lean:62:20: error: linarith failed to find a contradiction
case right
n : Type u_3
inst✝ : Fintype n
K : Matrix n n ℝ
N : ℕ
hN : N ≤ Fintype.card n
S : Set (Matrix n n ℝ) := {P | Pᵀ = P ∧ P * P = P ∧ P.trace = ↑N}
hS : ∀ (P : Matrix n n ℝ), P ∈ S ↔ IsProjector N P
hbox : IsCompact {M | ∀ i ∈ Set.univ, ∀ j ∈ Set.univ, M i j ∈ Set.Icc (-1) 1}
hclosed : IsClosed S
P : Matrix n n ℝ
hP : P ∈ S
i j : n
hd : ∑ k, P i k ^ 2 = P i i
hle : ∀ (k : n), P i k ^ 2 ≤ P i i
h1 : P i i ^ 2 ≤ P i i
h2 : P i j ^ 2 ≤ P i i
a✝ : 1 < P i j
⊢ False
failed
```

Diagnosis. Both messages come from one line, which should show that every entry of a projector lies between -1 and 1. The case `left` supposes `P i j < -1` and the case `right` supposes `1 < P i j`, and in each `nlinarith` finds no contradiction.

The hypotheses do suffice, but only through an intermediate fact, `P i i ≤ 1`. It follows from `h1`, for instance by adding the inequality (`P i i` - 1)² ≥ 0, but neither that square nor the bound itself is among the hypotheses, and the search didn't get there unaided.

The repair proves the bound as `h3`. If `P i i` were greater than 1, the product `P i i * (P i i - 1)` would be positive, so `P i i ^ 2` would exceed `P i i`, against `h1`. Chaining `h2` with `h3` then gives `P i j ^ 2 ≤ 1`. The lemma `sq_le_one_iff_abs_le_one` turns this into a bound on the absolute value, and `abs_le` splits that into the two inequalities the goal asks for, so `nlinarith` is no longer needed.

The change, after which it compiles:

```diff
@@ -60,5 +60,10 @@
     have h1 := hle i
     have h2 := hle j
-    constructor <;> nlinarith
+    have h3 : P i i ≤ 1 := by
+      by_contra hlt
+      have h4 : 1 < P i i := not_le.mp hlt
+      have h5 : 0 < P i i * (P i i - 1) := mul_pos (by linarith) (by linarith)
+      linarith [show P i i * (P i i - 1) = P i i ^ 2 - P i i by ring]
+    exact abs_le.mp ((sq_le_one_iff_abs_le_one (P i j)).mp (h2.trans h3))
   have hc : IsCompact S := hbox.of_isClosed_subset hclosed fun P hP i _ j _ => hsub P hP i j
   -- filling any `N` sites gives one admissible projector
```
